# The naive coherent-state sum for one Bose-Hubbard site is the exact sum at a chemical potential lowered by U/2

Before a single-site partition function with on-site energy $Un^2/2$ is compared with one obtained from the Bose-Hubbard Hamiltonian, the chemical potential in one of them has to be shifted by $U/2$. Here $n$ is the boson number and $U>0$ the repulsion. With chemical potential $\mu$ and inverse temperature $\beta>0$, the two energies are

$$E_n(\mu)=\tfrac U2 n(n-1)-\mu n,\qquad E'_n(\mu)=\tfrac U2 n^2-\mu n .$$

Let $Z(\mu)=\sum_{n\ge0}e^{-\beta E_n(\mu)}$ and $Z'(\mu)=\sum_{n\ge0}e^{-\beta E'_n(\mu)}$. Both sums converge, and

$$Z'(\mu)=Z(\mu-U/2)<Z(\mu).$$

Here $E'_n$ is the energy to which a naive continuum treatment of the coherent-state path integral leads. The shift helps in checking such a calculation against the Bose-Hubbard model in the limit of isolated sites, without hopping; a coherent-state calculation that already gives $E_n$ needs no shift.

## From coherent-state weights to the shift

A normalised coherent state of amplitude $z$ contains $n$ bosons with probability $p_n=e^{-|z|^2}|z|^{2n}/n!$. The exponential series gives $\sum_n p_n=1$, and the factorials give $(n+1)p_{n+1}=|z|^2p_n$. The $n=0$ term contributes nothing to either of the following means, so

$$\sum_{n\ge0} n\,p_n=\sum_{n\ge0}(n+1)p_{n+1}=|z|^2,$$
$$\sum_{n\ge0} n(n-1)p_n=\sum_{n\ge0}n(n+1)p_{n+1}=|z|^2\sum_{n\ge0}n\,p_n=|z|^4 .$$

Thus $|z|^4$ represents $n(n-1)$. The naive continuum treatment identifies $|z|^2$ with the boson number and reads $|z|^4$ as $n^2$, which gives $E'_n$.

For convergence, put $a=\beta U/2$ and $b=\beta\mu+a+1$. Then

$$-\beta E_n(\mu)=bn-an^2-n=\frac{b^2}{4a}-a\Big(n-\frac b{2a}\Big)^2-n\le\frac{b^2}{4a}-n,$$

and $\sum_n e^{-n}$ is a convergent geometric series. Next,

$$E'_n(\mu)=\tfrac U2n(n-1)+\tfrac U2n-\mu n=E_n(\mu-U/2),$$

so $Z'$ converges too and $Z'(\mu)=Z(\mu-U/2)$. Raising $\mu$ to $\nu$ multiplies the $n$th term of $Z$ by $e^{\beta(\nu-\mu)n}\ge1$, strictly greater than 1 at $n=1$. Hence $Z$ is strictly increasing, which gives the inequality.

The sign of the correction is easily reversed. The naive sum at $\mu$ is the exact sum at a lower chemical potential, so to recover $Z(\mu)$ the naive calculation must be run at the higher value $\mu+U/2$.

A single boson already shows the error: it has no partner, so $E_1(\mu)=-\mu$, yet $E'_1(\mu)=U/2-\mu$ charges it half an interaction.

## Weights, energies and sums in Lean

```lean
import Mathlib

open Finset

namespace BoseHubbardCoherentState

noncomputable section
```

The coherent state enters only through its number distribution $p_n$.

```lean
/-- Probability of finding `n` bosons in the normalised coherent state of amplitude `z`. -/
def coherentWeight (z : ℂ) (n : ℕ) : ℝ :=
  Real.exp (-‖z‖ ^ 2) * ((‖z‖ ^ 2) ^ n / (n.factorial : ℝ))
```

The two energies are functions of a natural number $n$, converted to a real before 1 is subtracted.

```lean
/-- Energy of `n` bosons on one Bose-Hubbard site, with pair interaction `U n(n-1)/2` and
chemical potential `μ`. -/
def siteEnergy (U μ : ℝ) (n : ℕ) : ℝ := U / 2 * ((n : ℝ) * ((n : ℝ) - 1)) - μ * n
```

The naive energy is a definition: the file contains no time slicing and no functional integral from which it would be derived.

```lean
/-- The on-site energy of the naive continuum path integral, with `n²` in place of `n(n-1)`. -/
def naiveEnergy (U μ : ℝ) (n : ℕ) : ℝ := U / 2 * (n : ℝ) ^ 2 - μ * n
```

Any on-site energy can be put into the same Boltzmann sum. Lean assigns a divergent `∑'` the value 0, so the main theorem states convergence separately.

```lean
/-- The sum of the Boltzmann factors `exp(-β E(n))` over all boson numbers `n`. -/
def partitionSum (β : ℝ) (E : ℕ → ℝ) : ℝ := ∑' n, Real.exp (-β * E n)
```

## Means in a coherent state

`HasSum f s` says that the series of `f` converges to `s`. Normalisation is the exponential series multiplied by $e^{-|z|^2}$.

```lean
/-- The number probabilities of a coherent state add up to one. -/
theorem hasSum_coherentWeight (z : ℂ) : HasSum (coherentWeight z) 1 := by
  have h := (NormedSpace.expSeries_div_hasSum_exp (‖z‖ ^ 2)).mul_left (Real.exp (-‖z‖ ^ 2))
  rw [← Real.exp_eq_exp_ℝ, ← Real.exp_add, neg_add_cancel, Real.exp_zero] at h
  exact h
```

The recurrence follows from $(n+1)!=(n+1)\,n!$.

```lean
/-- The number probabilities `p(n)` of a coherent state of amplitude `z` satisfy
`p(n+1) (n+1) = |z|² p(n)`. -/
theorem coherentWeight_succ (z : ℂ) (n : ℕ) :
    coherentWeight z (n + 1) * ((n : ℝ) + 1) = ‖z‖ ^ 2 * coherentWeight z n := by
  have hf : (n.factorial : ℝ) ≠ 0 := by positivity
  have hn : (n : ℝ) + 1 ≠ 0 := by positivity
  unfold coherentWeight
  rw [Nat.factorial_succ, pow_succ]
  push_cast
  field_simp
  ring
```

Both means use `hasSum_nat_add_iff'` to drop the $n=0$ term; `linear_combination` then applies the recurrence to each remaining term.

```lean
/-- The mean boson number of a coherent state is `|z|²`. -/
theorem coherent_mean_number (z : ℂ) :
    HasSum (fun n : ℕ => coherentWeight z n * (n : ℝ)) (‖z‖ ^ 2) := by
  -- the empty state does not contribute, so the sum may start at one boson
  rw [← hasSum_nat_add_iff' 1]
  convert (hasSum_coherentWeight z).mul_left (‖z‖ ^ 2) using 1
  · rfl
  · funext n
    push_cast
    linear_combination coherentWeight_succ z n
  · rw [Finset.sum_range_one]
    push_cast
    ring

/-- The mean of `n(n-1)` in a coherent state of amplitude `z` is `|z|⁴`. -/
theorem coherent_mean_pairs (z : ℂ) :
    HasSum (fun n : ℕ => coherentWeight z n * ((n : ℝ) * ((n : ℝ) - 1)))
      ((‖z‖ ^ 2) ^ 2) := by
  rw [← hasSum_nat_add_iff' 1]
  convert (coherent_mean_number z).mul_left (‖z‖ ^ 2) using 1
  · rfl
  · funext n
    push_cast
    linear_combination (n : ℝ) * coherentWeight_succ z n
  · rw [Finset.sum_range_one]
    push_cast
    ring
```

## Convergence, shift and monotonicity

Here `hsq` is the completed square and `hexp` the rewritten exponent; comparison with $e^{-n}$ finishes the proof.

```lean
/-- For repulsive bosons (`U > 0`) at positive `β`, the exact single-site sum converges at
every chemical potential. -/
theorem summable_site {β U : ℝ} (hβ : 0 < β) (hU : 0 < U) (μ : ℝ) :
    Summable fun n : ℕ => Real.exp (-β * siteEnergy U μ n) := by
  have ha : 0 < β * U / 2 := by positivity
  obtain ⟨a, haeq⟩ : ∃ a, a = β * U / 2 := ⟨_, rfl⟩
  rw [← haeq] at ha
  obtain ⟨b, hbeq⟩ : ∃ b, b = β * μ + a + 1 := ⟨_, rfl⟩
  refine Summable.of_nonneg_of_le (fun n => (Real.exp_pos _).le) (fun n => ?_)
    (Real.summable_exp_neg_nat.mul_left (Real.exp (b ^ 2 / (4 * a))))
  rw [← Real.exp_add]
  apply Real.exp_le_exp.2
  -- completing the square bounds the exponent by a constant minus `n`
  have hsq : b * n - a * (n : ℝ) ^ 2 ≤ b ^ 2 / (4 * a) := by
    rw [le_div_iff₀ (by positivity)]
    nlinarith [sq_nonneg (2 * a * (n : ℝ) - b)]
  have hexp : -β * siteEnergy U μ n = b * n - a * (n : ℝ) ^ 2 - n := by
    rw [hbeq, haeq]
    unfold siteEnergy
    ring
  linarith
```

The shift is an identity between energy functions, valid for all real $U$ and $\mu$.

```lean
/-- The naive on-site energy is the exact one with the chemical potential lowered by `U/2`. -/
theorem naiveEnergy_eq (U μ : ℝ) : naiveEnergy U μ = siteEnergy U (μ - U / 2) := by
  funext n
  unfold naiveEnergy siteEnergy
  ring
```

`Summable.tsum_lt_tsum` needs a weak inequality for every term, a strict one for some term (`i := 1`), and convergence of both sums.

```lean
/-- For `β, U > 0` the exact partition function increases strictly with the chemical
potential. -/
theorem partitionSum_strictMono {β U : ℝ} (hβ : 0 < β) (hU : 0 < U) :
    StrictMono fun μ => partitionSum β (siteEnergy U μ) := by
  intro μ ν h
  have hd : 0 < β * (ν - μ) := mul_pos hβ (sub_pos.2 h)
  refine Summable.tsum_lt_tsum (i := 1) (fun n => ?_) ?_
    (summable_site hβ hU μ) (summable_site hβ hU ν)
  · apply Real.exp_le_exp.2
    have hn : 0 ≤ β * (ν - μ) * (n : ℝ) := mul_nonneg hd.le (Nat.cast_nonneg n)
    unfold siteEnergy
    nlinarith
  · -- the one-boson term grows strictly
    apply Real.exp_lt_exp.2
    unfold siteEnergy
    push_cast
    nlinarith
```

## The comparison at equal and at shifted chemical potential

"Never exact" in the theorem's name refers to the two sums at the same $\mu$, with $\beta,U>0$.

```lean
/-- For `β, U > 0` and every `μ`, the exact and the naive single-site sums both converge; the
naive one equals the exact one at `μ - U/2` and is strictly smaller than the exact one at `μ`. -/
theorem naive_path_integral_never_exact {β U : ℝ} (hβ : 0 < β) (hU : 0 < U) (μ : ℝ) :
    (Summable fun n : ℕ => Real.exp (-β * siteEnergy U μ n)) ∧
    (Summable fun n : ℕ => Real.exp (-β * naiveEnergy U μ n)) ∧
    partitionSum β (naiveEnergy U μ) = partitionSum β (siteEnergy U (μ - U / 2)) ∧
    partitionSum β (naiveEnergy U μ) < partitionSum β (siteEnergy U μ) := by
  rw [naiveEnergy_eq]
  exact ⟨summable_site hβ hU μ, summable_site hβ hU _, rfl,
    partitionSum_strictMono hβ hU (by linarith)⟩
```

A strictly increasing function is injective, so $Z'(\nu)=Z(\mu)$ forces $\nu-U/2=\mu$. No other change of chemical potential repairs the naive sum.

```lean
/-- For `β, U > 0`, the naive sum at chemical potential `ν` equals the exact sum at `μ` if and
only if `ν = μ + U/2`. -/
theorem naive_eq_exact_iff {β U : ℝ} (hβ : 0 < β) (hU : 0 < U) (μ ν : ℝ) :
    partitionSum β (naiveEnergy U ν) = partitionSum β (siteEnergy U μ) ↔
      ν = μ + U / 2 := by
  rw [naiveEnergy_eq]
  constructor
  · intro h
    have h' : ν - U / 2 = μ := (partitionSum_strictMono hβ hU).injective h
    linarith
  · intro h
    rw [h, add_sub_cancel_right]
```

The shift also moves the points where neighbouring occupations are degenerate. Since $E_{n+1}(\mu)-E_n(\mu)=Un-\mu$ and $E'_{n+1}(\mu)-E'_n(\mu)=U(n+\tfrac12)-\mu$, they lie at $\mu=Un$ and $\mu=U(n+\tfrac12)$ respectively.

```lean
/-- Occupations `n` and `n+1` are degenerate exactly at `μ = U n` in the Bose-Hubbard site, and
exactly at `μ = U (n + 1/2)` in its naive counterpart. -/
theorem degeneracy_points (U μ : ℝ) (n : ℕ) :
    (siteEnergy U μ (n + 1) = siteEnergy U μ n ↔ μ = U * n) ∧
    (naiveEnergy U μ (n + 1) = naiveEnergy U μ n ↔ μ = U * (n + 1 / 2)) := by
  unfold siteEnergy naiveEnergy
  push_cast
  refine ⟨⟨fun h => ?_, fun h => ?_⟩, ⟨fun h => ?_, fun h => ?_⟩⟩ <;>
    linear_combination -h

end

end BoseHubbardCoherentState
```

```lean
#print axioms BoseHubbardCoherentState.coherent_mean_pairs
#print axioms BoseHubbardCoherentState.naive_path_integral_never_exact
#print axioms BoseHubbardCoherentState.naive_eq_exact_iff
#print axioms BoseHubbardCoherentState.degeneracy_points
```

```
'BoseHubbardCoherentState.coherent_mean_pairs' depends on axioms: [propext, Classical.choice, Quot.sound]
'BoseHubbardCoherentState.naive_path_integral_never_exact' depends on axioms: [propext, Classical.choice, Quot.sound]
'BoseHubbardCoherentState.naive_eq_exact_iff' depends on axioms: [propext, Classical.choice, Quot.sound]
'BoseHubbardCoherentState.degeneracy_points' depends on axioms: [propext, Classical.choice, Quot.sound]
```
